# At fixed energy l, separable terms with matrices D in the Hamiltonian and q in the overlap change the degeneracy by at most the rank of D − lq

In a finite basis, a Hamiltonian H0 with unit overlap is given a separable term P D Pᴴ, and the overlap becomes 1 + P q Pᴴ. `degeneracy_change_le_rank` says that the number of independent solutions of H x = l S x at a given number l then rises or falls by at most the rank of D − l q. The matrices are arbitrary complex ones, with neither Hermiticity nor an invertible overlap assumed, and the degeneracy counts as zero where l is not an eigenvalue. The proof turns each degeneracy into the basis size minus the rank of the secular matrix H − l S. The two secular matrices differ by P (D − l q) Pᴴ, whose rank is at most that of D − l q, and the subadditivity of the rank, used once for adding this term and once for removing it, is to give the two bounds.

The first attempt, which Lean rejects:

```lean
import Mathlib

open Matrix

namespace DegeneracyChangeLeRank

variable {n m : Type*} [Fintype n] [DecidableEq n] [Fintype m]

/-- The separable Hamiltonian `H0 + P D Pᴴ`; the columns of `P` are the projector functions. -/
def hamiltonian (H0 : Matrix n n ℂ) (P : Matrix n m ℂ) (D : Matrix m m ℂ) : Matrix n n ℂ :=
  H0 + P * D * Pᴴ

/-- The overlap matrix `1 + P q Pᴴ` with augmentation charges `q`. -/
def overlap (P : Matrix n m ℂ) (q : Matrix m m ℂ) : Matrix n n ℂ :=
  1 + P * q * Pᴴ

omit [DecidableEq n] in
/-- The space of all vectors `x` with `H x = l S x`, the zero vector included. -/
def solutions (H S : Matrix n n ℂ) (l : ℂ) : Submodule ℂ (n → ℂ) where
  carrier := {x | H *ᵥ x = l • (S *ᵥ x)}
  add_mem' := by
    intro x y hx hy
    simp only [Set.mem_ofPred_eq] at *
    rw [Matrix.mulVec_add, Matrix.mulVec_add, hx, hy, smul_add]
  zero_mem' := by simp
  smul_mem' := by
    intro c x hx
    simp only [Set.mem_ofPred_eq] at *
    rw [Matrix.mulVec_smul, Matrix.mulVec_smul, hx, smul_comm]

omit [DecidableEq n] in
/-- The number of independent solutions of `H x = l S x` and the rank of the secular matrix
`H - l S` add up to the size of the basis. -/
theorem finrank_solutions_add_rank (H S : Matrix n n ℂ) (l : ℂ) :
    Module.finrank ℂ (solutions H S l) + (H - l • S).rank = Fintype.card n := by
  have h : solutions H S l = LinearMap.ker (H - l • S).mulVecLin := by
    ext x
    rw [LinearMap.mem_ker, Matrix.mulVecLin_apply, Matrix.sub_mulVec, Matrix.smul_mulVec,
      sub_eq_zero]
    rfl
  have hrn := (H - l • S).mulVecLin.finrank_range_add_finrank_ker
  rw [Module.finrank_fintype_fun_eq_card] at hrn
  rw [h, Matrix.rank, add_comm]
  exact hrn

omit [DecidableEq n] in
/-- The rank of a sum of two matrices is at most the sum of their ranks. -/
theorem rank_add_le (A B : Matrix n n ℂ) : (A + B).rank ≤ A.rank + B.rank := by
  have h : LinearMap.range (A + B).mulVecLin
      ≤ LinearMap.range A.mulVecLin ⊔ LinearMap.range B.mulVecLin := by
    intro y hy
    obtain ⟨x, rfl⟩ := LinearMap.mem_range.mp hy
    rw [Matrix.mulVecLin_apply, Matrix.add_mulVec]
    exact Submodule.add_mem_sup (LinearMap.mem_range.mpr ⟨x, rfl⟩)
      (LinearMap.mem_range.mpr ⟨x, rfl⟩)
  exact (Submodule.finrank_mono h).trans (Submodule.finrank_add_le_finrank_add_finrank _ _)

omit [Fintype n] in
/-- The secular matrix is that of `H0` plus one separable term, whose strength is `D - l q`. -/
theorem secular_split (H0 : Matrix n n ℂ) (P : Matrix n m ℂ) (D q : Matrix m m ℂ) (l : ℂ) :
    hamiltonian H0 P D - l • overlap P q
      = (H0 - l • (1 : Matrix n n ℂ)) + P * (D - l • q) * Pᴴ := by
  simp only [hamiltonian, overlap, Matrix.mul_sub, Matrix.sub_mul, Matrix.mul_smul,
    Matrix.smul_mul, smul_add]
  abel

/-- The separable terms change the degeneracy at `l` by at most the rank of `D - l q`,
upwards or downwards. -/
theorem degeneracy_change_le_rank (H0 : Matrix n n ℂ) (P : Matrix n m ℂ)
    (D q : Matrix m m ℂ) (l : ℂ) :
    Module.finrank ℂ (solutions H0 1 l)
        ≤ Module.finrank ℂ (solutions (hamiltonian H0 P D) (overlap P q) l)
          + (D - l • q).rank ∧
      Module.finrank ℂ (solutions (hamiltonian H0 P D) (overlap P q) l)
        ≤ Module.finrank ℂ (solutions H0 1 l) + (D - l • q).rank := by
  have h1 := finrank_solutions_add_rank H0 1 l
  have h2 := finrank_solutions_add_rank (hamiltonian H0 P D) (overlap P q) l
  rw [secular_split] at h2
  -- the separable term has at most the rank of its strength matrix
  have hW : (P * (D - l • q) * Pᴴ).rank ≤ (D - l • q).rank :=
    (Matrix.rank_mul_le_left _ _).trans (Matrix.rank_mul_le_right _ _)
  generalize P * (D - l • q) * Pᴴ = W at h2 hW
  generalize H0 - l • (1 : Matrix n n ℂ) = A at h1 h2
  -- subadditivity of the rank, for adding the term and for removing it
  have h3 : (A + W).rank ≤ A.rank + W.rank := Matrix.rank_add_le A W
  have hn := Matrix.rank_mul_le_right (-1 : Matrix n n ℂ) W
  rw [neg_one_mul] at hn
  have h4 := Matrix.rank_add_le (A + W) (-W)
  rw [add_neg_cancel_right] at h4
  constructor <;> omega

end DegeneracyChangeLeRank
```

Lean reports:

```
Main.lean:85:46: error(lean.unknownIdentifier): Unknown constant `Matrix.rank_add_le`
Main.lean:88:13: error(lean.unknownIdentifier): Unknown constant `Matrix.rank_add_le`
Main.lean:75:68: error: unsolved goals
n : Type u_1
m : Type u_2
inst✝² : Fintype n
inst✝¹ : DecidableEq n
inst✝ : Fintype m
H0 : Matrix n n ℂ
P : Matrix n m ℂ
D q : Matrix m m ℂ
l : ℂ
W : Matrix n n ℂ
hW : W.rank ≤ (D - l • q).rank
A : Matrix n n ℂ
h1 : Module.finrank ℂ ↥(solutions H0 1 l) + A.rank = Fintype.card n
h2 : Module.finrank ℂ ↥(solutions (hamiltonian H0 P D) (overlap P q) l) + (A + W).rank = Fintype.card n
h3 : (A + W).rank ≤ A.rank + W.rank
hn : (-W).rank ≤ W.rank
⊢ Module.finrank ℂ ↥(solutions H0 1 l) ≤
      Module.finrank ℂ ↥(solutions (hamiltonian H0 P D) (overlap P q) l) + (D - l • q).rank ∧
    Module.finrank ℂ ↥(solutions (hamiltonian H0 P D) (overlap P q) l) ≤
      Module.finrank ℂ ↥(solutions H0 1 l) + (D - l • q).rank
```

The first two messages say that there is no constant called `Matrix.rank_add_le`. The lemma that is wanted is proved earlier in the file, but inside `namespace DegeneracyChangeLeRank`, so its full name is `DegeneracyChangeLeRank.rank_add_le`. The line `open Matrix` doesn't put it into the `Matrix` namespace, though it is about matrices.

The third message follows from the second. `h3` has its type written out, so Lean could keep it in the context despite the error. `h4` has no stated type and gets it from the missing lemma, so the proof stopped there and the whole goal was reported as unsolved, before `omega` was tried.

The diff writes `rank_add_le` in both places, which inside the namespace finds the file's own lemma. `h4` then exists, and `omega` has both inequalities it needs. Dropping the written type of `h3` is mere tidying, since the lemma supplies the same statement.

The change, after which it compiles:

```diff
@@ -83,8 +83,8 @@
   generalize H0 - l • (1 : Matrix n n ℂ) = A at h1 h2
   -- subadditivity of the rank, for adding the term and for removing it
-  have h3 : (A + W).rank ≤ A.rank + W.rank := Matrix.rank_add_le A W
+  have h3 := rank_add_le A W
   have hn := Matrix.rank_mul_le_right (-1 : Matrix n n ℂ) W
   rw [neg_one_mul] at hn
-  have h4 := Matrix.rank_add_le (A + W) (-W)
+  have h4 := rank_add_le (A + W) (-W)
   rw [add_neg_cancel_right] at h4
   constructor <;> omega
```
